# A Hermitian perturbation smaller than the distance from $\mu$ to the spectrum preserves the number of levels below $\mu$

Let $H$ and $V$ be finite Hermitian matrices. If every eigenvalue of $H$ is at distance at least $g$ from $\mu$, and the spectral norm satisfies $\|V\|<g$, then $H$ and $H+V$ have equally many eigenvalues below $\mu$, counted with multiplicity.

Read $H$ as the one-electron Hamiltonian of an insulator, $\mu$ as a chemical potential in its gap and $V$ as a defect. With non-interacting electrons filling the levels below $\mu$, the defect then binds no net electronic charge. For such a finite model at zero temperature, the trace of the density matrix stays the same at fixed $\mu$, so a linear-scaling calculation need not readjust $\mu$ to keep the electron number.

## Operators, energies and level counts

```lean
import Mathlib

open scoped InnerProductSpace

namespace WeakDefectCharge

noncomputable section

variable {ι : Type*} [Fintype ι] [DecidableEq ι]
```

The finite type `ι` labels the basis orbitals. They are orthonormal and the same for $H$ and $H+V$, so a defect that adds or removes orbitals does not fit the model.

```lean
/-- The operator on the finite-dimensional Hilbert space given by a matrix; its norm is the
spectral norm of the matrix. -/
abbrev toOp (A : Matrix ι ι ℂ) : EuclideanSpace ℂ ι →L[ℂ] EuclideanSpace ℂ ι :=
  Matrix.toEuclideanCLM (n := ι) (𝕜 := ℂ) A
```

`Matrix ι ι ℂ` is the type of complex square matrices, and `toOp A` is the matrix $A$ acting on column vectors with the usual inner product. Its norm $\|A\|$ is the least nonnegative number with $\|Ax\|\le\|A\|\,\|x\|$ for all $x$, which is the spectral norm.

```lean
/-- The expectation value `⟨x|A|x⟩` (its real part) in a state `x`, not necessarily normalised. -/
def energy (A : Matrix ι ι ℂ) (x : EuclideanSpace ℂ ι) : ℝ :=
  (⟪x, toOp A x⟫_ℂ).re
```

This is $E_A(x)=\mathrm{Re}\,\langle x|A|x\rangle$. The state $x$ need not be normalised; for $x\neq0$ the physical expectation value is $E_A(x)/\|x\|^2$.

```lean
/-- The number of eigenvalues of a Hermitian matrix below `μ`, counted with multiplicity. -/
def levelsBelow {A : Matrix ι ι ℂ} (hA : A.IsHermitian) (μ : ℝ) : ℕ :=
  (Finset.univ.filter fun i => hA.eigenvalues i < μ).card
```

In Lean, `hA : A.IsHermitian` is a proof that $A$ is Hermitian, and the eigenvalues are obtained from that proof: `hA.eigenvalues i` is a real number $a_i$. There is one for each vector $\varphi_i$ of an orthonormal eigenbasis, so a degenerate level is counted as often as its multiplicity. The definition counts the indices with $a_i<\mu$; a level exactly at $\mu$ counts as empty.

## Expectation values in the eigenbasis

```lean
/-- Each vector of the eigenbasis of a Hermitian matrix solves the eigenvalue equation. -/
theorem toOp_eigenvector {A : Matrix ι ι ℂ} (hA : A.IsHermitian) (i : ι) :
    toOp A (hA.eigenvectorBasis i) = (hA.eigenvalues i : ℂ) • hA.eigenvectorBasis i := by
  ext k
  change (A.mulVec (hA.eigenvectorBasis i).ofLp) k
    = (hA.eigenvalues i : ℂ) * (hA.eigenvectorBasis i).ofLp k
  rw [hA.mulVec_eigenvectorBasis i]
  simp
```

This is $A\varphi_i=a_i\varphi_i$. The proof compares the two sides component by component (`ext k`) and uses Mathlib's eigenvalue equation for matrices.

```lean
/-- In its eigenbasis a Hermitian matrix multiplies each amplitude of a state by the
eigenvalue. -/
theorem inner_eigenvector {A : Matrix ι ι ℂ} (hA : A.IsHermitian) (i : ι)
    (x : EuclideanSpace ℂ ι) :
    ⟪hA.eigenvectorBasis i, toOp A x⟫_ℂ
      = (hA.eigenvalues i : ℂ) * ⟪hA.eigenvectorBasis i, x⟫_ℂ := by
  have hs : ContinuousLinearMap.adjoint (toOp A) = toOp A := by
    rw [← ContinuousLinearMap.star_eq_adjoint, ← map_star, Matrix.star_eq_conjTranspose, hA.eq]
  rw [← ContinuousLinearMap.adjoint_inner_left, hs, toOp_eigenvector, inner_smul_left,
    Complex.conj_ofReal]
```

Since $A$ is self-adjoint (`hs`) and $a_i$ is real,
$$\langle\varphi_i|Ax\rangle=\langle A\varphi_i|x\rangle=a_i\langle\varphi_i|x\rangle .$$
The command `rw` replaces one side of a known equation by the other; the last `rw` carries out these steps by a chain of such replacements.

```lean
/-- The expectation value of a Hermitian matrix is the sum of its eigenvalues weighted by the
squared amplitudes of the state. -/
theorem energy_eq_sum {A : Matrix ι ι ℂ} (hA : A.IsHermitian) (x : EuclideanSpace ℂ ι) :
    energy A x = ∑ i, hA.eigenvalues i * ‖⟪hA.eigenvectorBasis i, x⟫_ℂ‖ ^ 2 := by
  rw [energy, ← hA.eigenvectorBasis.sum_inner_mul_inner x (toOp A x), Complex.re_sum]
  refine Finset.sum_congr rfl fun i _ => ?_
  rw [inner_eigenvector, ← inner_conj_symm x (hA.eigenvectorBasis i), Complex.sq_norm,
    Complex.normSq_apply]
  simp only [Complex.mul_re, Complex.mul_im, Complex.conj_re, Complex.conj_im,
    Complex.ofReal_re, Complex.ofReal_im]
  ring
```

Inserting the resolution of the identity gives
$$E_A(x)=\mathrm{Re}\sum_i\langle x|\varphi_i\rangle\langle\varphi_i|Ax\rangle=\sum_i a_i\,|\langle\varphi_i|x\rangle|^2 .$$
The first `rw` inserts the identity, and the remaining lines treat the sum term by term.

## Counting dimensions

```lean
/-- If only the zero state is both built from the vectors `S` of one orthonormal basis and
orthogonal to the vectors `R` of another, then `S` has at most as many members as `R`. -/
theorem card_le_of_transverse (b c : OrthonormalBasis ι ℂ (EuclideanSpace ℂ ι))
    (S R : Finset ι)
    (h : ∀ x, (∀ i, i ∉ S → ⟪b i, x⟫_ℂ = 0) → (∀ j, j ∈ R → ⟪c j, x⟫_ℂ = 0) → x = 0) :
    S.card ≤ R.card := by
  -- collect the amplitudes outside `S` and inside `R`; they determine the state
  let f : EuclideanSpace ℂ ι →ₗ[ℂ] ({i // i ∈ Sᶜ} → ℂ) × ({j // j ∈ R} → ℂ) :=
    (LinearMap.pi fun i => (innerSL ℂ (b i.1)).toLinearMap).prod
      (LinearMap.pi fun j => (innerSL ℂ (c j.1)).toLinearMap)
  have hf : Function.Injective f := by
    rw [← LinearMap.ker_eq_bot, LinearMap.ker_eq_bot']
    intro x hx
    have h1 := congrArg Prod.fst hx
    have h2 := congrArg Prod.snd hx
    exact h x (fun i hi => congrFun h1 ⟨i, Finset.mem_compl.mpr hi⟩)
      (fun j hj => congrFun h2 ⟨j, hj⟩)
  have hd := LinearMap.finrank_le_finrank_of_injective hf
  simp only [finrank_euclideanSpace, Module.finrank_prod, Module.finrank_fintype_fun_eq_card,
    Fintype.card_coe, Finset.card_compl] at hd
  have := Finset.card_le_univ S
  omega
```

Take two orthonormal bases $b$ and $c$ of an $n$-dimensional space, and sets $S$ and $R$ of indices. The hypothesis `h` says that a state with no amplitude on $b_i$ for $i\notin S$, and none on $c_j$ for $j\in R$, must vanish.

Consider the linear map `f` that sends $x$ to exactly these amplitudes. There are $n-|S|$ of the first kind and $|R|$ of the second. By hypothesis only $x=0$ is sent to zero, so the map is injective (`hf`) and cannot lower the dimension (`hd`):
$$n\le (n-|S|)+|R|,\qquad\text{hence}\qquad |S|\le|R| .$$
The tactic `omega` does this last piece of integer arithmetic.

## Comparing the spectra of two matrices

```lean
/-- For Hermitian `A` and `B`, let the levels of `A` below `μ` lie at or below `α`, and the levels
of `B` that are not below `μ` at or above `β`. If, for nonzero states, expectation values of `B`
exceed those of `A` by less than `β - α` per unit norm squared, then `A` has at most as many levels
below `μ` as `B`. -/
theorem levelsBelow_le {A B : Matrix ι ι ℂ} (hA : A.IsHermitian) (hB : B.IsHermitian)
    {μ α β : ℝ} (hα : ∀ i, hA.eigenvalues i < μ → hA.eigenvalues i ≤ α)
    (hβ : ∀ i, μ ≤ hB.eigenvalues i → β ≤ hB.eigenvalues i)
    (hAB : ∀ x, x ≠ 0 → energy B x < energy A x + (β - α) * ‖x‖ ^ 2) :
    levelsBelow hA μ ≤ levelsBelow hB μ := by
  refine card_le_of_transverse hA.eigenvectorBasis hB.eigenvectorBasis _ _ fun x h1 h2 => ?_
  by_contra hx
  -- `x` is made of low levels of `A` only
  have hlow : energy A x ≤ α * ‖x‖ ^ 2 := by
    rw [energy_eq_sum hA, ← hA.eigenvectorBasis.sum_sq_norm_inner_right x, Finset.mul_sum]
    refine Finset.sum_le_sum fun i _ => ?_
    by_cases hi : hA.eigenvalues i < μ
    · exact mul_le_mul_of_nonneg_right (hα i hi) (sq_nonneg _)
    · rw [h1 i (by simpa using hi)]
      simp
  -- and of high levels of `B` only
  have hhigh : β * ‖x‖ ^ 2 ≤ energy B x := by
    rw [energy_eq_sum hB, ← hB.eigenvectorBasis.sum_sq_norm_inner_right x, Finset.mul_sum]
    refine Finset.sum_le_sum fun i _ => ?_
    by_cases hi : hB.eigenvalues i < μ
    · rw [h2 i (by simpa using hi)]
      simp
    · exact mul_le_mul_of_nonneg_right (hβ i (not_lt.mp hi)) (sq_nonneg _)
  linarith [hAB x hx]
```

Let $a_i$ and $b_i$ now be the eigenvalues of $A$ and $B$. The hypotheses are:

- `hα`: levels of $A$ below $\mu$ satisfy $a_i\le\alpha$.
- `hβ`: levels of $B$ at or above $\mu$ satisfy $b_i\ge\beta$.
- `hAB`: $E_B(x)<E_A(x)+(\beta-\alpha)\|x\|^2$ for every $x\ne0$. For normalised states, the expectation value rises by less than $\beta-\alpha$ from $A$ to $B$.

The conclusion is that $A$ has at most as many levels below $\mu$ as $B$.

By the dimension count, it is enough to exclude a nonzero $x$ that is built from the low eigenvectors of $A$ and orthogonal to the low eigenvectors of $B$. Suppose there is one (`by_contra`). Only levels with $a_i\le\alpha$ contribute to its energy in $A$, and only levels with $b_i\ge\beta$ to its energy in $B$. The squared amplitudes add up to $\|x\|^2$, so
$$E_A(x)\le\alpha\|x\|^2,\qquad E_B(x)\ge\beta\|x\|^2 .$$
These are `hlow` and `hhigh`. Subtracting them gives $E_B(x)-E_A(x)\ge(\beta-\alpha)\|x\|^2$, which contradicts `hAB`. The tactic `linarith` finds such contradictions between linear inequalities.

## The electron number with and without the defect

```lean
/-- Let `H` and `V` be Hermitian. If every eigenvalue of `H` is at distance at least `g` from `μ`
and `V` has spectral norm below `g`, then `H + V` and `H` have equally many eigenvalues below `μ`,
counted with multiplicity. -/
theorem weak_defect_binds_no_charge {H V : Matrix ι ι ℂ} (hH : H.IsHermitian)
    (hV : V.IsHermitian) {μ g : ℝ} (hgap : ∀ i, g ≤ |hH.eigenvalues i - μ|)
    (hVg : ‖toOp V‖ < g) :
    levelsBelow (hH.add hV) μ = levelsBelow hH μ := by
  have hadd : ∀ x, energy (H + V) x = energy H x + energy V x := fun x => by
    simp only [energy, toOp, map_add, add_apply, inner_add_right,
      Complex.add_re]
  -- the defect shifts expectation values by less than `g` per unit norm squared
  have hsmall : ∀ x, x ≠ 0 → |energy V x| < g * ‖x‖ ^ 2 := fun x hx => by
    have hpos : 0 < ‖x‖ := norm_pos_iff.mpr hx
    calc |energy V x| ≤ ‖⟪x, toOp V x⟫_ℂ‖ := Complex.abs_re_le_norm _
      _ ≤ ‖x‖ * ‖toOp V x‖ := norm_inner_le_norm _ _
      _ ≤ ‖x‖ * (‖toOp V‖ * ‖x‖) :=
          mul_le_mul_of_nonneg_left ((toOp V).le_opNorm x) hpos.le
      _ = ‖toOp V‖ * ‖x‖ ^ 2 := by ring
      _ < g * ‖x‖ ^ 2 := mul_lt_mul_of_pos_right hVg (pow_pos hpos 2)
  apply le_antisymm
  · refine levelsBelow_le (hH.add hV) hH (α := μ) (β := μ + g) (fun i hi => hi.le)
      (fun i hi => ?_) (fun x hx => ?_)
    · have h := hgap i
      rw [abs_of_nonneg (sub_nonneg.mpr hi)] at h
      linarith
    · have h := (abs_lt.mp (hsmall x hx)).1
      rw [hadd]
      linarith
  · refine levelsBelow_le hH (hH.add hV) (α := μ - g) (β := μ) (fun i hi => ?_)
      (fun i hi => hi) (fun x hx => ?_)
    · have h := hgap i
      rw [abs_of_neg (sub_neg.mpr hi)] at h
      linarith
    · have h := (abs_lt.mp (hsmall x hx)).2
      rw [hadd]
      linarith
```

The hypothesis `hgap` is $g\le|\varepsilon_i-\mu|$ for all eigenvalues $\varepsilon_i$ of $H$, and `hVg` is $\|V\|<g$. Positivity of $g$ is not assumed separately, since a norm is never negative. The term `hH.add hV` is the proof that $H+V$ is Hermitian.

Energies add, $E_{H+V}(x)=E_H(x)+E_V(x)$ (`hadd`). For $x\neq0$ the Cauchy–Schwarz inequality gives
$$|E_V(x)|\le\|x\|\,\|Vx\|\le\|V\|\,\|x\|^2<g\|x\|^2 ,$$
which is the `calc` chain in `hsmall`. The comparison is now used in both directions.

1. **No level is gained.** Take $A=H+V$, $B=H$, $\alpha=\mu$ and $\beta=\mu+g$. Levels of $H$ at or above $\mu$ lie at or above $\mu+g$, and $E_H(x)-E_{H+V}(x)=-E_V(x)<g\|x\|^2$.
2. **No level is lost.** Take $A=H$, $B=H+V$, $\alpha=\mu-g$ and $\beta=\mu$. Levels of $H$ below $\mu$ lie at or below $\mu-g$, and $E_{H+V}(x)-E_H(x)=E_V(x)<g\|x\|^2$.

The two inequalities together give equality (`le_antisymm`).

The theorem concerns the total number of occupied levels, so charge may still move from one place to another. The matrix $V$ must contain the whole change of the one-electron Hamiltonian, including any self-consistent response of the electrons, and a change of nuclear charge does not enter the count.

## The gap that remains

```lean
/-- If every eigenvalue of `H` is at distance at least `g` from `μ`, every eigenvalue of `H + V`
is at distance at least `g - ‖V‖` from `μ`, for Hermitian `H` and `V`. -/
theorem gap_survives {H V : Matrix ι ι ℂ} (hH : H.IsHermitian) (hV : V.IsHermitian)
    {μ g : ℝ} (hgap : ∀ i, g ≤ |hH.eigenvalues i - μ|) (i : ι) :
    g - ‖toOp V‖ ≤ |(hH.add hV).eigenvalues i - μ| := by
  rcases le_total g 0 with hg | hg
  · linarith [norm_nonneg (toOp V), abs_nonneg ((hH.add hV).eigenvalues i - μ)]
  set v := (hH.add hV).eigenvectorBasis i with hv
  set k := (hH.add hV).eigenvalues i with hk
  have hn : ‖v‖ = 1 := (hH.add hV).eigenvectorBasis.orthonormal.1 i
  -- `H - μ` stretches the unit vector `v` by a factor of at least `g`
  have hlow : g ^ 2 ≤ ‖toOp H v - (μ : ℂ) • v‖ ^ 2 := by
    have hp := hH.eigenvectorBasis.sum_sq_norm_inner_right v
    rw [hn, one_pow] at hp
    rw [← hH.eigenvectorBasis.sum_sq_norm_inner_right (toOp H v - (μ : ℂ) • v),
      ← mul_one (g ^ 2), ← hp, Finset.mul_sum]
    refine Finset.sum_le_sum fun j _ => ?_
    rw [inner_sub_right, inner_eigenvector, inner_smul_right, ← sub_mul, ← Complex.ofReal_sub,
      norm_mul, Complex.norm_real, Real.norm_eq_abs, mul_pow]
    exact mul_le_mul_of_nonneg_right (pow_le_pow_left₀ hg (hgap j) 2) (sq_nonneg _)
  have hlow' := le_of_abs_le (abs_le_of_sq_le_sq hlow (norm_nonneg _))
  -- on an eigenvector of `H + V` this stretching comes from `k - μ` and `V`
  have he : toOp H v + toOp V v = (k : ℂ) • v := by
    have h := toOp_eigenvector (hH.add hV) i
    simpa only [toOp, map_add, add_apply] using h
  have heq : toOp H v - (μ : ℂ) • v = ((k - μ : ℝ) : ℂ) • v - toOp V v := by
    rw [Complex.ofReal_sub, sub_smul, ← he]
    abel
  have hup := norm_sub_le (((k - μ : ℝ) : ℂ) • v) (toOp V v)
  rw [← heq, norm_smul, Complex.norm_real, Real.norm_eq_abs, hn, mul_one] at hup
  have hop := (toOp V).le_opNorm v
  rw [hn, mul_one] at hop
  linarith
```

Every eigenvalue $k$ of $H+V$ satisfies $|k-\mu|\ge g-\|V\|$. Here $V$ may have any size, but the bound only says something when $\|V\|<g$.

For $g\le0$ the left side is not positive, and the claim is immediate. For $g\ge0$ take the normalised eigenvector $v$ belonging to $k$. With $\varphi_j$ and $\varepsilon_j$ the eigenvectors and eigenvalues of $H$,
$$\|(H-\mu)v\|^2=\sum_j(\varepsilon_j-\mu)^2|\langle\varphi_j|v\rangle|^2\ge g^2 ,$$
which is `hlow`. The eigenvalue equation $(H+V)v=kv$ (`he`) gives $(H-\mu)v=(k-\mu)v-Vv$ (`heq`). The triangle inequality then yields
$$g\le\|(H-\mu)v\|\le|k-\mu|+\|V\| .$$

## A defect of norm exactly $g$

```lean
/-- Every eigenvalue of a real multiple `c` of the identity matrix is `c`. -/
theorem eigenvalues_scalar {A : Matrix ι ι ℂ} (hA : A.IsHermitian) {c : ℝ}
    (h : A = (c : ℂ) • (1 : Matrix ι ι ℂ)) (i : ι) : hA.eigenvalues i = c := by
  have hv : hA.eigenvectorBasis i ≠ 0 := hA.eigenvectorBasis.orthonormal.ne_zero i
  have h1 : toOp A (hA.eigenvectorBasis i) = (c : ℂ) • hA.eigenvectorBasis i := by
    have h2 : toOp A = (c : ℂ) • (1 : EuclideanSpace ℂ ι →L[ℂ] EuclideanSpace ℂ ι) := by
      rw [h, toOp, map_smul, map_one]
    rw [h2]
    rfl
  rw [toOp_eigenvector] at h1
  exact Complex.ofReal_injective (smul_left_injective ℂ hv h1)
```

If $A=c\cdot1$ with $c$ real, then $A\varphi_i$ equals both $a_i\varphi_i$ and $c\,\varphi_i$. Since $\varphi_i\ne0$, it follows that $a_i=c$.

```lean
/-- The strict bound on the defect is sharp: for `g > 0`, `H = -g·1` and `V = g·1` in nonzero
dimension, `H` has all its levels at distance `g` from zero and below it, `V` has norm exactly
`g`, and `H + V` has no level below zero. -/
theorem norm_bound_sharp [Nonempty ι] {g : ℝ} (hg : 0 < g)
    (hH : (((-g : ℝ) : ℂ) • (1 : Matrix ι ι ℂ)).IsHermitian)
    (hV : ((g : ℂ) • (1 : Matrix ι ι ℂ)).IsHermitian) :
    (∀ i, |hH.eigenvalues i - 0| = g) ∧ ‖toOp ((g : ℂ) • (1 : Matrix ι ι ℂ))‖ = g ∧
      levelsBelow hH 0 = Fintype.card ι ∧ levelsBelow (hH.add hV) 0 = 0 := by
  have h1 : ∀ i, hH.eigenvalues i = -g := eigenvalues_scalar hH rfl
  have h2 : ∀ i, (hH.add hV).eigenvalues i = 0 :=
    eigenvalues_scalar (hH.add hV) (by rw [← add_smul]; simp)
  refine ⟨fun i => ?_, ?_, ?_, ?_⟩
  · rw [h1, sub_zero, abs_neg, abs_of_pos hg]
  · rw [toOp, map_smul, map_one, norm_smul, norm_one, mul_one, Complex.norm_real,
      Real.norm_eq_abs, abs_of_pos hg]
  · have hneg : ∀ i ∈ Finset.univ, hH.eigenvalues i < 0 := fun i _ => by
      rw [h1 i]
      linarith
    rw [levelsBelow, Finset.filter_true_of_mem hneg, Finset.card_univ]
  · rw [levelsBelow, Finset.card_eq_zero, Finset.filter_eq_empty_iff]
    exact fun i _ => not_lt_of_ge (h2 i).ge

end

end WeakDefectCharge
```

Take $\mu=0$, $g>0$, $H=-g\cdot1$ and $V=g\cdot1$, in dimension at least one (`Nonempty ι`). The four statements joined by `∧` say that all levels of $H$ are at distance $g$ from zero, that $\|V\|=g$, that all levels of $H$ lie below zero, and that $H+V$ has no level below zero. Indeed $H+V=0$, so every level has moved exactly to $\mu$ and no longer counts as occupied. The condition $\|V\|<g$ therefore can't be relaxed to $\|V\|\le g$.

The arguments `hH` and `hV` restrict nothing, because real multiples of the identity are Hermitian; they are there because the eigenvalues are obtained from such proofs.

```lean
#print axioms WeakDefectCharge.levelsBelow_le
#print axioms WeakDefectCharge.weak_defect_binds_no_charge
#print axioms WeakDefectCharge.gap_survives
#print axioms WeakDefectCharge.norm_bound_sharp
```

```
'WeakDefectCharge.levelsBelow_le' depends on axioms: [propext, Classical.choice, Quot.sound]
'WeakDefectCharge.weak_defect_binds_no_charge' depends on axioms: [propext, Classical.choice, Quot.sound]
'WeakDefectCharge.gap_survives' depends on axioms: [propext, Classical.choice, Quot.sound]
'WeakDefectCharge.norm_bound_sharp' depends on axioms: [propext, Classical.choice, Quot.sound]
```
